# Fitting a Padé adiabatic-connection integrand with b > 0 to one intermediate point

Let s ≥ 0 be the coupling strength that scales the electron–electron interaction, with s = 0 the Kohn–Sham system and s = 1 the physical one, at fixed density. The adiabatic-connection integrand is the expectation value of the unscaled electron–electron repulsion in the ground state at coupling s, minus the Hartree energy; its integral from s = 0 to s = 1 is the exchange–correlation energy. It is modelled by

W(s) = w0 + a s / (1 + b s).

Here w0 is the value at zero coupling, a is the initial slope and b is the curvature parameter. One further value w1 is given at a coupling p > 0, and b is to be chosen so that W(p) = w1. The candidate is

b_fit = (w1 − (w0 + a p)) / (p (w0 − w1)).

Its numerator is the height of the data point above the tangent line at s = 0; its denominator is p times the depth of the point below w0.

All quantities are real numbers. In density functional theory, w0 is the exchange energy and a is twice the second-order correlation energy of Görling–Levy perturbation theory, taken to be finite. The assumption a < 0 stands for a second-order term that lowers the energy; it excludes one-electron systems, where a = 0. The Padé form is assumed, not derived from a Hamiltonian, and p need not be below 1.

In Lean, W is `padeIntegrand w0 a b`, a function of s, and b_fit is `fittedB w0 a p w1`.

```lean
import Mathlib

namespace PadeAdiabaticFit

noncomputable section

/-- The Pade model of the adiabatic-connection integrand at coupling `s`, with value `w0`
at zero coupling, slope parameter `a` and curvature parameter `b`. -/
def padeIntegrand (w0 a b s : ℝ) : ℝ := w0 + a * s / (1 + b * s)

/-- The curvature parameter computed from the value `w1` at coupling `p`: the height of the
data point above the tangent line, divided by `p` times its depth below `w0`. -/
def fittedB (w0 a p w1 : ℝ) : ℝ := (w1 - (w0 + a * p)) / (p * (w0 - w1))
```

## (a) The initial slope does not depend on b

**Task.** Show that W′(0) = a for every real b.

**Solution.** By the quotient rule, wherever 1 + b s ≠ 0,

W′(s) = (a (1 + b s) − a s b) / (1 + b s)² = a / (1 + b s)².

At s = 0 the denominator is 1, so W′(0) = a. Fitting b therefore leaves both weak-coupling data, w0 and a, unchanged.

`HasDerivAt (padeIntegrand w0 a b) a 0` says that the derivative at 0 exists and equals a. The proof differentiates the numerator (`h1`) and the denominator (`h2`), then combines them by the quotient rule in `h3`.

```lean
/-- The slope of the Pade integrand at zero coupling is `a`, whatever the value of `b`. -/
theorem padeIntegrand_initial_slope (w0 a b : ℝ) :
    HasDerivAt (padeIntegrand w0 a b) a 0 := by
  have h1 : HasDerivAt (fun s : ℝ => a * s) a 0 :=
    ((hasDerivAt_id' (0 : ℝ)).const_mul a).congr_deriv (by ring)
  have h2 : HasDerivAt (fun s : ℝ => 1 + b * s) b 0 :=
    (((hasDerivAt_id' (0 : ℝ)).const_mul b).const_add 1).congr_deriv (by ring)
  have h3 := (h1.fun_div h2 (by norm_num)).const_add w0
  exact h3.congr_deriv (by simp)
```

## (b) The explicit parameter reproduces the data point

**Task.** Let a < 0, p > 0 and w1 < w0. Show that W(p) = w1 when b = b_fit.

**Solution.** Multiply b_fit by p and split the fraction:

b_fit p = (w1 − w0 − a p) / (w0 − w1) = −1 − a p / (w0 − w1).

The denominator of W at p is therefore

1 + b_fit p = −a p / (w0 − w1),

which is positive. Dividing a p by it gives −(w0 − w1), and so W(p) = w0 − (w0 − w1) = w1.

The point need not lie above the tangent line for this. In the proof, `hD` is the displayed formula for the denominator; after it is substituted, `field_simp` and `ring` finish the algebra.

```lean
/-- With the parameter `fittedB`, the Pade integrand passes through the data point `(p, w1)` if `a <
0`, `p > 0` and `w1` lies below `w0`. -/
theorem padeIntegrand_fittedB {w0 a p w1 : ℝ} (ha : a < 0) (hp : 0 < p) (h : w1 < w0) :
    padeIntegrand w0 a (fittedB w0 a p w1) p = w1 := by
  have ha' : a ≠ 0 := ha.ne
  have hp' : p ≠ 0 := hp.ne'
  have hd : w0 - w1 ≠ 0 := (sub_pos.2 h).ne'
  -- the denominator of the fitted curve at the data point
  have hD : 1 + fittedB w0 a p w1 * p = -(a * p) / (w0 - w1) := by
    unfold fittedB
    field_simp
    ring
  unfold padeIntegrand
  rw [hD]
  field_simp
  ring
```

## (c) What a positive b implies about the data

**Task.** Let a < 0, p > 0 and b > 0. Show that W(p) = w1 holds exactly when w0 + a p < w1 < w0 and b = b_fit.

**Solution.** Suppose W(p) = w1. Since 1 + b p > 0, the denominator can be cleared:

a p = (w1 − w0)(1 + b p).

The left side is negative and 1 + b p is positive, so w1 < w0. Substituting the same equation for a p gives

w1 − (w0 + a p) = (w1 − w0) − (w1 − w0)(1 + b p) = (w0 − w1) b p.

The right side is positive, so the point lies above the tangent line. Dividing by p (w0 − w1) gives b = b_fit. The converse is part (b).

The cleared equation is `e` in the proof. The upper bound comes from a contradiction with the signs in `e`, the lower bound from `nlinarith` with the positive product (w0 − w1) b p, and the formula for b from `linear_combination e`.

```lean
/-- For `a < 0` and `p > 0`, a Pade integrand with `b > 0` takes the value `w1` at coupling `p`
exactly when `w1` lies strictly between the tangent line and `w0`, and `b` is given by the explicit
formula. -/
theorem padeIntegrand_eq_iff {w0 a p w1 b : ℝ} (ha : a < 0) (hp : 0 < p) (hb : 0 < b) :
    padeIntegrand w0 a b p = w1 ↔
      (w0 + a * p < w1 ∧ w1 < w0) ∧ b = fittedB w0 a p w1 := by
  constructor
  · intro h
    have hD : 0 < 1 + b * p := by positivity
    have hap : a * p < 0 := mul_neg_of_neg_of_pos ha hp
    -- clear the positive denominator
    have e : a * p = (w1 - w0) * (1 + b * p) := by
      have hne : 1 + b * p ≠ 0 := hD.ne'
      rw [← h, padeIntegrand, add_sub_cancel_left]
      field_simp
    have hlt : w1 < w0 := by
      by_contra hc
      have := mul_nonneg (sub_nonneg.2 (not_lt.1 hc)) hD.le
      linarith
    refine ⟨⟨?_, hlt⟩, ?_⟩
    · nlinarith [mul_pos (sub_pos.2 hlt) (mul_pos hb hp)]
    · rw [fittedB, eq_div_iff (mul_pos hp (sub_pos.2 hlt)).ne']
      linear_combination e
  · rintro ⟨⟨_, h2⟩, hbe⟩
    rw [hbe]
    exact padeIntegrand_fittedB ha hp h2
```

## (d) Existence and uniqueness of the fit

**Task.** Let a < 0 and p > 0. Show that some b > 0 satisfies W(p) = w1 if and only if w0 + a p < w1 < w0, and that this b is then unique.

**Solution.** If such a b exists, part (c) gives both inequalities. Conversely, if both hold, the numerator and denominator of b_fit are positive, so b_fit > 0, and part (b) shows that it fits the point. Any other positive solution equals b_fit by part (c).

The theorem has two components: the equivalence, and the implication from the window to `∃!`, "there is exactly one". The condition `0 < b` appears inside both quantifiers. The internal statement `key` supplies `fittedB` as the witness and uses (c) for uniqueness; existence in the equivalence is then read off from it.

On the tangent line itself the formula gives b = 0, a straight integrand, which the strict inequalities exclude.

For a density functional built on this one-parameter Padé model, the result is an input test: a program can check the window before it computes b. With b > 0, the exchange–correlation energy of the model follows by elementary integration, which is not part of the Lean code:

∫₀¹ W(s) ds = w0 + (a/b)(1 − ln(1 + b)/b).

For very small b this expression suffers from cancellation, and the expansion w0 + a (1/2 − b/3 + …) is the better choice numerically.

```lean
/-- For `a < 0` and `p > 0`, a Pade integrand with `b > 0` through the point `(p, w1)` exists if and
only if `w0 + a p < w1 < w0`, and in that case `b` is unique. -/
theorem pade_fit_exists_iff_and_unique {w0 a p w1 : ℝ} (ha : a < 0) (hp : 0 < p) :
    ((∃ b, 0 < b ∧ padeIntegrand w0 a b p = w1) ↔ w0 + a * p < w1 ∧ w1 < w0) ∧
    (w0 + a * p < w1 ∧ w1 < w0 → ∃! b, 0 < b ∧ padeIntegrand w0 a b p = w1) := by
  have key : w0 + a * p < w1 ∧ w1 < w0 →
      ∃! b, 0 < b ∧ padeIntegrand w0 a b p = w1 := by
    rintro ⟨h1, h2⟩
    refine ⟨fittedB w0 a p w1, ⟨?_, padeIntegrand_fittedB ha hp h2⟩, ?_⟩
    · exact div_pos (sub_pos.2 h1) (mul_pos hp (sub_pos.2 h2))
    · rintro b ⟨hb, h⟩
      exact ((padeIntegrand_eq_iff ha hp hb).1 h).2
  refine ⟨⟨?_, fun h => (key h).exists⟩, key⟩
  rintro ⟨b, hb, h⟩
  exact ((padeIntegrand_eq_iff ha hp hb).1 h).1
```

## (e) A larger b raises the integrand

**Task.** Let a < 0, 0 ≤ b < b′ and s > 0. Show that W with parameter b is smaller at s than W with parameter b′.

**Solution.** Both denominators are positive. Subtracting the two values gives

a s / (1 + b′ s) − a s / (1 + b s) = −a s² (b′ − b) / ((1 + b s)(1 + b′ s)) > 0.

The Lean proof compares the fractions by cross-multiplication with `div_lt_div_iff₀`. The product supplied to `nlinarith` is −a s² (b′ − b), the numerator above.

```lean
/-- At fixed positive coupling and fixed negative initial slope, the Pade integrand increases
strictly with the curvature parameter `b ≥ 0`. -/
theorem padeIntegrand_lt_of_lt {w0 a b b' s : ℝ} (ha : a < 0) (hb : 0 ≤ b) (hbb : b < b')
    (hs : 0 < s) : padeIntegrand w0 a b s < padeIntegrand w0 a b' s := by
  have hb' : 0 < b' := lt_of_le_of_lt hb hbb
  have h1 : 0 < 1 + b * s := by positivity
  have h2 : 0 < 1 + b' * s := by positivity
  have h : a * s / (1 + b * s) < a * s / (1 + b' * s) := by
    rw [div_lt_div_iff₀ h1 h2]
    nlinarith [mul_pos (mul_pos (neg_pos.2 ha) (mul_pos hs hs)) (sub_pos.2 hbb)]
  unfold padeIntegrand
  linarith
```

## (f) Fits to different data values do not cross at positive coupling

**Task.** Let a < 0 and p > 0, and let w0 + a p < w1 < w1′ < w0. Show that the curve fitted to w1 lies below the curve fitted to w1′ at every s > 0.

**Solution.** From part (b), the fitted parameter can be written as

b_fit = −1/p − a / (w0 − w1).

Raising w1 makes w0 − w1 smaller but keeps it positive. Since −a > 0, b_fit increases. It is positive for the lower data value, so part (e) applies and orders the curves.

In Lean, `padeIntegrand_lt_of_lt` reduces the claim to the ordering of the two parameters, which is again settled by cross-multiplying. An error in w1 that stays inside the window thus shifts the whole fitted curve in one direction for s > 0.

```lean
/-- For `a < 0` and `p > 0`, raising the data value at `p` within the window `w0 + a p < w1 < w0`
raises the fitted integrand at every positive coupling. -/
theorem fitted_curves_ordered {w0 a p w1 w1' s : ℝ} (ha : a < 0) (hp : 0 < p)
    (h1 : w0 + a * p < w1) (h : w1 < w1') (h2 : w1' < w0) (hs : 0 < s) :
    padeIntegrand w0 a (fittedB w0 a p w1) s <
      padeIntegrand w0 a (fittedB w0 a p w1') s := by
  have hd : 0 < p * (w0 - w1) := mul_pos hp (by linarith)
  have hd' : 0 < p * (w0 - w1') := mul_pos hp (by linarith)
  have hap : 0 < -(a * p) := neg_pos.2 (mul_neg_of_neg_of_pos ha hp)
  refine padeIntegrand_lt_of_lt ha (div_pos (sub_pos.2 h1) hd).le ?_ hs
  -- the fitted parameter grows with the data value
  unfold fittedB
  rw [div_lt_div_iff₀ hd hd']
  nlinarith [mul_pos (mul_pos hp (sub_pos.2 h)) hap]
```

## (g) Below the tangent line the fit has a pole

**Task.** Let a < 0, p > 0 and w1 < w0 + a p. Show that b_fit still reproduces the point, that it is negative, and that 1 + b_fit s vanishes at some s > p.

**Solution.** Since a p < 0, we have w1 < w0, and part (b) gives the interpolation. The numerator of b_fit is negative and its denominator positive, so b_fit < 0. Solving 1 + b_fit s = 0 gives

s* = −1/b_fit = p (w0 − w1) / (w0 + a p − w1).

Here w0 − w1 exceeds w0 + a p − w1 by −a p > 0, and both are positive. Hence s* > p. The pole falls in the integration range 0 ≤ s ≤ 1 only when b_fit ≤ −1; for −1 < b_fit < 0 it lies beyond s = 1.

A small residual at p is therefore no proof of a sound fit. With w0 = −1, a = −1, p = 1/2 and w1 = −5/2, the formula gives b_fit = −4/3: the point is reproduced exactly, yet the pole sits at s = 3/4, inside the integration range. The same trap exists in the formal statement of (d): without `0 < b` in the existence claim, this point would count as fitted and the equivalence would be false.

The theorem states that the denominator has a zero beyond p; it does not state that `padeIntegrand` diverges near it. At the zero itself, Lean's convention x/0 = 0 gives `padeIntegrand` the value w0. The proof supplies s* explicitly and checks the two conditions on it.

```lean
/-- For `a < 0` and `p > 0`, if the data value lies below the tangent line, the formula still
interpolates it, but the parameter is negative and the denominator vanishes at some coupling larger
than `p`. -/
theorem pole_of_below_tangent {w0 a p w1 : ℝ} (ha : a < 0) (hp : 0 < p)
    (h : w1 < w0 + a * p) :
    padeIntegrand w0 a (fittedB w0 a p w1) p = w1 ∧ fittedB w0 a p w1 < 0 ∧
      ∃ s, p < s ∧ 1 + fittedB w0 a p w1 * s = 0 := by
  have hap : a * p < 0 := mul_neg_of_neg_of_pos ha hp
  have hlt : w1 < w0 := by linarith
  have hd : 0 < w0 - w1 := sub_pos.2 hlt
  have hq : 0 < w0 + a * p - w1 := sub_pos.2 h
  refine ⟨padeIntegrand_fittedB ha hp hlt,
    div_neg_of_neg_of_pos (sub_neg.2 h) (mul_pos hp hd),
    p * (w0 - w1) / (w0 + a * p - w1), ?_, ?_⟩
  · rw [lt_div_iff₀ hq]
    nlinarith [mul_pos hp (neg_pos.2 hap)]
  · have hp' : p ≠ 0 := hp.ne'
    have hd' : w0 - w1 ≠ 0 := hd.ne'
    have hq' : w0 + a * p - w1 ≠ 0 := hq.ne'
    unfold fittedB
    field_simp
    ring

end

end PadeAdiabaticFit
```

```lean
#print axioms PadeAdiabaticFit.padeIntegrand_fittedB
-- 'PadeAdiabaticFit.padeIntegrand_fittedB' depends on axioms: [propext, Classical.choice, Quot.sound]
#print axioms PadeAdiabaticFit.pade_fit_exists_iff_and_unique
-- 'PadeAdiabaticFit.pade_fit_exists_iff_and_unique' depends on axioms: [propext, Classical.choice, Quot.sound]
#print axioms PadeAdiabaticFit.fitted_curves_ordered
-- 'PadeAdiabaticFit.fitted_curves_ordered' depends on axioms: [propext, Classical.choice, Quot.sound]
#print axioms PadeAdiabaticFit.pole_of_below_tangent
-- 'PadeAdiabaticFit.pole_of_below_tangent' depends on axioms: [propext, Classical.choice, Quot.sound]
```
